# Rigidly dragged orbitals with fictitious mass act as added nuclear mass in a one-dimensional oscillator

Let $f_i$ be a finite family of real orbitals on the line, indexed by `ι`. A nucleus of mass $M$ at $R(t)$ carries them without deformation, so at time $t$ they are $f_i(x-R(t))$. They need not be normalised or orthogonal.

```lean
import Mathlib

open MeasureTheory

namespace DraggedOrbitals

noncomputable section

variable {ι : Type*} [Fintype ι]
```

The parameter $m$ is the fictitious mass that gives orbitals inertia when they are propagated as classical variables. The drag mass is $d=2m\sum_i\int f_i'(x)^2\,dx$.

```lean
/-- The drag mass `d = 2 m ∑ᵢ ∫ fᵢ'(x)² dx` of orbitals `fᵢ` with fictitious mass `m`. -/
def dragMass (m : ℝ) (f : ι → ℝ → ℝ) : ℝ :=
  2 * m * ∑ i, ∫ x, (deriv (f i) x) ^ 2
```

The fictitious kinetic energy is $m\sum_i\int(\partial_t f_i(x-R(t)))^2dx$, in the convention without a factor $\tfrac12$. Hence the 2 in $d$. If the kinetic energy is instead written with $\tfrac m2$ in place of $m$, the same value of $m$ gives half the added mass.

```lean
/-- The fictitious kinetic energy at time `t` of orbitals `fᵢ(x - R(t))` that follow
a nucleus at `R(t)`. -/
def orbitalKinetic (m : ℝ) (f : ι → ℝ → ℝ) (R : ℝ → ℝ) (t : ℝ) : ℝ :=
  m * ∑ i, ∫ x, (deriv (fun s => f i (x - R s)) t) ^ 2
```

The total energy adds $\tfrac M2R'^2$ and a spring term $\tfrac k2R^2$. The spring is postulated; it stands for the restoring force near an equilibrium geometry. The drag mass does not appear in this definition.

```lean
/-- The energy of a nucleus of mass `M` on a spring of stiffness `k`, including the
fictitious kinetic energy of the orbitals it drags along. -/
def totalEnergy (M m k : ℝ) (f : ι → ℝ → ℝ) (R : ℝ → ℝ) (t : ℝ) : ℝ :=
  M / 2 * (deriv R t) ^ 2 + orbitalKinetic m f R t + k / 2 * (R t) ^ 2
```

In Car–Parrinello dynamics this inertia shifts vibrational frequencies; the results below quantify the shift for rigid orbitals in one dimension and harmonic motion.

## (a) The rate of change at a fixed point

**Task.** For $f$ of class $C^1$ and $R$ differentiable at $t$, differentiate $f(x-R(t))$ in time at fixed $x$.

**Solution.** The inner function $x-R(t)$ has derivative $-R'(t)$, so the chain rule gives
$$\partial_t f(x-R(t))=-f'(x-R(t))\,R'(t).$$
In the code, `h1` and `h2` are the outer and inner derivatives, and `h1.comp t h2` is the chain rule.

```lean
/-- At a fixed point in space, a rigidly dragged orbital changes at the rate
`-f'(x - R) R'`. -/
theorem hasDerivAt_dragged {f R : ℝ → ℝ} {t : ℝ} (hf : ContDiff ℝ 1 f)
    (hR : DifferentiableAt ℝ R t) (x : ℝ) :
    HasDerivAt (fun s => f (x - R s)) (-(deriv f (x - R t) * deriv R t)) t := by
  have h1 : HasDerivAt f (deriv f (x - R t)) ((fun s => x - R s) t) :=
    ((hf.differentiable (by norm_num)) (x - R t)).hasDerivAt
  have h2 : HasDerivAt (fun s => x - R s) (-deriv R t) t := hR.hasDerivAt.const_sub x
  have h : HasDerivAt (fun s => f (x - R s)) (deriv f (x - R t) * (-deriv R t)) t :=
    h1.comp t h2
  exact h.congr_deriv (by ring)
```

## (b) The kinetic energy of the dragged orbitals

**Task.** Let every $f_i$ be $C^1$ with compact support. Show that the fictitious kinetic energy is $\tfrac d2R'(t)^2$.

**Solution.** By (a), the integrand is $R'(t)^2f_i'(x-R(t))^2$. Since $f_i'$ is continuous with compact support, this is integrable. Substituting $y=x-R(t)$,
$$m\sum_i R'(t)^2\int f_i'(y)^2\,dy=\frac d2R'(t)^2.$$
The theorem states integrability as well, because Lean assigns the value zero to a non-integrable integral. The substitution is `integral_sub_right_eq_self`.

```lean
/-- For `C¹` orbitals of compact support, the squared rate of change of each dragged orbital is
integrable over space, and the fictitious kinetic energy is that of a particle of mass `d` moving
with the nucleus. -/
theorem orbitalKinetic_eq (m : ℝ) {f : ι → ℝ → ℝ} {R : ℝ → ℝ} {t : ℝ}
    (hf : ∀ i, ContDiff ℝ 1 (f i)) (hc : ∀ i, HasCompactSupport (f i))
    (hR : DifferentiableAt ℝ R t) :
    (∀ i, Integrable (fun x => (deriv (fun s => f i (x - R s)) t) ^ 2)) ∧
      orbitalKinetic m f R t = dragMass m f / 2 * (deriv R t) ^ 2 := by
  have h : ∀ i, (fun x => (deriv (fun s => f i (x - R s)) t) ^ 2) =
      fun x => (deriv R t) ^ 2 * (deriv (f i) (x - R t)) ^ 2 := by
    intro i
    funext x
    rw [(hasDerivAt_dragged (hf i) hR x).deriv]
    ring
  constructor
  · intro i
    have hcont : Continuous (fun x => (deriv (f i) x) ^ 2) :=
      ((hf i).continuous_deriv (by norm_num)).pow 2
    have hsupp : HasCompactSupport (fun x => (deriv (f i) x) ^ 2) :=
      (hc i).deriv.comp_left (g := fun y : ℝ => y ^ 2) (by simp)
    rw [h i]
    exact ((hcont.integrable_of_hasCompactSupport hsupp).comp_sub_right (R t)).const_mul _
  · -- the integral over all space does not see the displacement of the orbital
    have hi : ∀ i, ∫ x, (deriv (fun s => f i (x - R s)) t) ^ 2 =
        (deriv R t) ^ 2 * ∫ x, (deriv (f i) x) ^ 2 := by
      intro i
      have hs : ∫ x, (deriv (f i) (x - R t)) ^ 2 = ∫ x, (deriv (f i) x) ^ 2 :=
        integral_sub_right_eq_self (fun x => (deriv (f i) x) ^ 2) (R t)
      rw [h i, integral_const_mul, hs]
    unfold orbitalKinetic dragMass
    rw [Finset.sum_congr rfl (fun i _ => hi i), ← Finset.mul_sum]
    ring
```

## (c) The sign of the drag mass

**Task.** Show that $d\ge0$ if $m\ge0$.

**Solution.** Each integral of a square is nonnegative, hence so is their sum, and $2m\ge0$.

```lean
/-- If the fictitious mass `m` is nonnegative, so is the drag mass. -/
theorem dragMass_nonneg {m : ℝ} (hm : 0 ≤ m) (f : ι → ℝ → ℝ) : 0 ≤ dragMass m f :=
  mul_nonneg (by linarith)
    (Finset.sum_nonneg fun _ _ => integral_nonneg fun _ => sq_nonneg _)
```

## (d) A strict drop in frequency

**Task.** Let $M,m,k>0$, let the orbitals be as in (b), and let $f_j(a)\neq0$ for some $j$ and $a$. Show that $\sqrt{k/(M+d)}<\sqrt{k/M}$.

**Solution.** If $f_j'$ vanished everywhere, $f_j$ would be a nonzero constant, whose support is the whole line and not compact. So $f_j'(x)\ne0$ at some $x$, and by continuity $\int f_j'^2>0$. The other integrals are nonnegative, so $d>0$. Then $k/(M+d)<k/M$, and the square root preserves the strict inequality. The code follows this order, from `hx` through `hpos` to `hd`.

```lean
/-- For `C¹` orbitals of compact support, at least one of them not identically zero, and positive
`M`, `m` and `k`, the value `√(k/(M+d))` is strictly below `√(k/M)`. -/
theorem frequency_strictly_lowered {M m k : ℝ} {f : ι → ℝ → ℝ} (hM : 0 < M) (hm : 0 < m)
    (hk : 0 < k) (hf : ∀ i, ContDiff ℝ 1 (f i)) (hc : ∀ i, HasCompactSupport (f i))
    {j : ι} {a : ℝ} (hj : f j a ≠ 0) :
    √(k / (M + dragMass m f)) < √(k / M) := by
  -- an orbital without slope would be constant, hence zero by compact support
  have hx : ∃ x, deriv (f j) x ≠ 0 := by
    by_contra hn
    push Not at hn
    have hconst := is_const_of_deriv_eq_zero ((hf j).differentiable (by norm_num)) hn
    have hall : ∀ y, y ∈ tsupport (f j) := fun y =>
      subset_tsupport (f j) (by
        change f j y ≠ 0
        rw [hconst y a]
        exact hj)
    have hK : IsCompact (tsupport (f j)) := hc j
    rw [Set.eq_univ_of_forall hall] at hK
    exact noncompact_univ ℝ hK
  obtain ⟨x, hx⟩ := hx
  have hcont : Continuous (fun x => (deriv (f j) x) ^ 2) :=
    ((hf j).continuous_deriv (by norm_num)).pow 2
  have hsupp : HasCompactSupport (fun x => (deriv (f j) x) ^ 2) :=
    (hc j).deriv.comp_left (g := fun y : ℝ => y ^ 2) (by simp)
  have hpos : 0 < ∫ x, (deriv (f j) x) ^ 2 :=
    hcont.integral_pos_of_hasCompactSupport_nonneg_nonzero hsupp
      (fun y => sq_nonneg _) (x := x) (pow_ne_zero 2 hx)
  have hsum : 0 < ∑ i, ∫ x, (deriv (f i) x) ^ 2 :=
    lt_of_lt_of_le hpos (Finset.single_le_sum
      (f := fun i => ∫ x, (deriv (f i) x) ^ 2)
      (fun _ _ => integral_nonneg fun _ => sq_nonneg _) (Finset.mem_univ j))
  have hd : 0 < dragMass m f := mul_pos (by linarith) hsum
  exact Real.sqrt_lt_sqrt (by positivity)
    (div_lt_div_of_pos_left hk hM (by linarith))
```

## (e) Bounds on the frequency ratio

**Task.** For $M,k>0$ and $d\ge0$, bound $s=\sqrt{k/(M+d)}/\sqrt{k/M}$ on both sides.

**Solution.** In this part write $x=d/M$. Then $s>0$ and $s^2(1+x)=1$, so $s^2x=1-s^2$ and
$$s^2\left(s-1+\tfrac x2\right)=s^3-\tfrac32s^2+\tfrac12=\tfrac12(s-1)^2(2s+1)\ge0.$$
Hence $s\ge1-x/2$. For the upper bound let $p=1-\tfrac x2+\tfrac38x^2$, which is positive. Expanding,
$$p^2(1+x)=1+x^3\left(\tfrac58-\tfrac{15}{64}x+\tfrac9{64}x^2\right)\ge1=s^2(1+x),$$
since the bracket has negative discriminant. Thus $p\ge s$. Lean derives both bounds by contradiction, using `nlinarith` for the polynomial inequalities.

```lean
/-- For `d ≥ 0` and positive `M` and `k`, the ratio of `√(k/(M+d))` to `√(k/M)` is `1 - d/(2M)` plus
a correction between zero and `3d²/(8M²)`. -/
theorem frequency_ratio_bounds {M d k : ℝ} (hM : 0 < M) (hd : 0 ≤ d) (hk : 0 < k) :
    1 - d / (2 * M) ≤ √(k / (M + d)) / √(k / M) ∧
      √(k / (M + d)) / √(k / M) ≤ 1 - d / (2 * M) + 3 / 8 * (d / M) ^ 2 := by
  have hMd : 0 < M + d := by linarith
  have hs : 0 < √(k / (M + d)) / √(k / M) := by positivity
  have hsx : (√(k / (M + d)) / √(k / M)) ^ 2 * (1 + d / M) = 1 := by
    rw [div_pow, Real.sq_sqrt (by positivity), Real.sq_sqrt (by positivity)]
    field_simp
  have hx : 0 ≤ d / M := by positivity
  have hhalf : d / (2 * M) = d / M / 2 := by field_simp
  rw [hhalf]
  generalize √(k / (M + d)) / √(k / M) = s at *
  generalize d / M = x at *
  constructor
  · -- the difference times s² is (s - 1)² (2 s + 1) / 2
    by_contra hn
    have h1 : 0 < 1 - x / 2 - s := by linarith [not_le.mp hn]
    have h2 : 0 < s ^ 2 * (1 - x / 2 - s) := by positivity
    have h3 : 0 ≤ (s - 1) ^ 2 * (2 * s + 1) := by positivity
    nlinarith
  · by_contra hn
    have h1 : 1 - x / 2 + 3 / 8 * x ^ 2 < s := not_le.mp hn
    have h0 : 0 < 1 - x / 2 + 3 / 8 * x ^ 2 := by nlinarith [sq_nonneg (x - 2 / 3)]
    have h2 : (1 - x / 2 + 3 / 8 * x ^ 2) ^ 2 < s ^ 2 := by nlinarith
    have h3 : (1 - x / 2 + 3 / 8 * x ^ 2) ^ 2 * (1 + x) < s ^ 2 * (1 + x) :=
      mul_lt_mul_of_pos_right h2 (by linarith)
    have h4 : 0 ≤ x ^ 3 * (5 / 8 - 15 / 64 * x + 9 / 64 * x ^ 2) :=
      mul_nonneg (by positivity) (by nlinarith [sq_nonneg (x - 5 / 6)])
    linarith [show (1 - x / 2 + 3 / 8 * x ^ 2) ^ 2 * (1 + x) =
      1 + x ^ 3 * (5 / 8 - 15 / 64 * x + 9 / 64 * x ^ 2) by ring]
```

## (f) The frequency fixed by energy conservation

**Task.** Let $R(t)=A\cos\omega t$ with $A\ne0$, $\omega>0$, $M>0$, $m\ge0$, and orbitals as in (b). Show that the total energy is constant exactly when $\omega=\sqrt{k/(M+d)}$.

**Solution.** With $R'=-A\omega\sin\omega t$ and (b),
$$E(t)=\tfrac{M+d}2A^2\omega^2\sin^2\omega t+\tfrac k2A^2\cos^2\omega t.$$
This is `e` in the code. If $E$ is constant, equating $E(\pi/(2\omega))=\tfrac{M+d}2A^2\omega^2$ with $E(0)=\tfrac k2A^2$ gives $\omega^2=k/(M+d)$. Conversely, that frequency gives $(M+d)\omega^2=k$, so $E(t)=\tfrac k2A^2(\sin^2\omega t+\cos^2\omega t)=E(0)$.

The cosine form is assumed, not derived from an equation of motion.

```lean
/-- The oscillation `R(t) = A cos(ωt)` with nonzero amplitude and positive frequency conserves
the total energy exactly when `ω = √(k/(M+d))`. -/
theorem energy_conserved_iff {M m k A ω : ℝ} {f : ι → ℝ → ℝ} (hM : 0 < M) (hm : 0 ≤ m)
    (hA : A ≠ 0) (hω : 0 < ω) (hf : ∀ i, ContDiff ℝ 1 (f i))
    (hc : ∀ i, HasCompactSupport (f i)) :
    (∀ t, totalEnergy M m k f (fun s => A * Real.cos (ω * s)) t =
        totalEnergy M m k f (fun s => A * Real.cos (ω * s)) 0) ↔
      ω = √(k / (M + dragMass m f)) := by
  have hMd : 0 < M + dragMass m f := by linarith [dragMass_nonneg hm f]
  have hne := hMd.ne'
  have e : ∀ t, totalEnergy M m k f (fun s => A * Real.cos (ω * s)) t =
      (M + dragMass m f) / 2 * (A * ω * Real.sin (ω * t)) ^ 2 +
        k / 2 * (A * Real.cos (ω * t)) ^ 2 := by
    intro t
    have h0 : HasDerivAt (fun s : ℝ => ω * s) ω t :=
      ((hasDerivAt_id' t).const_mul ω).congr_deriv (mul_one ω)
    have h1 : HasDerivAt (fun s => A * Real.cos (ω * s))
        (A * (-Real.sin (ω * t) * ω)) t := h0.cos.const_mul A
    unfold totalEnergy
    rw [(orbitalKinetic_eq m hf hc h1.differentiableAt).2, h1.deriv]
    ring
  constructor
  · -- compare the turning point with the passage through the centre
    intro h
    have h1 := h (Real.pi / (2 * ω))
    have ha : ω * (Real.pi / (2 * ω)) = Real.pi / 2 := by field_simp
    rw [e, e] at h1
    simp only [ha, Real.sin_pi_div_two, Real.cos_pi_div_two, mul_zero, Real.sin_zero,
      Real.cos_zero] at h1
    have h2 : A ^ 2 * ((M + dragMass m f) * ω ^ 2) = A ^ 2 * k := by
      linear_combination 2 * h1
    have h3 := mul_left_cancel₀ (pow_ne_zero 2 hA) h2
    have h4 : k / (M + dragMass m f) = ω ^ 2 := by
      rw [div_eq_iff hne]
      linear_combination -h3
    rw [h4, Real.sqrt_sq hω.le]
  · intro h t
    have hpos : 0 < k / (M + dragMass m f) := Real.sqrt_pos.mp (by rw [← h]; exact hω)
    have hsq : ω ^ 2 = k / (M + dragMass m f) := by rw [h, Real.sq_sqrt hpos.le]
    have h3 : ω ^ 2 * (M + dragMass m f) = k := by rw [hsq, div_mul_cancel₀ _ hne]
    rw [e, e]
    simp only [mul_zero, Real.sin_zero, Real.cos_zero]
    linear_combination A ^ 2 * Real.sin (ω * t) ^ 2 / 2 * h3 +
      k * A ^ 2 / 2 * Real.sin_sq_add_cos_sq (ω * t)
```

## (g) The frequency of the dragged oscillation

**Task.** Under the assumptions of (f), with conserved energy, bound $\omega/\sqrt{k/M}$.

**Solution.** By (f), $\omega=\sqrt{k/(M+d)}$. Since $\omega>0$ and $M+d>0$, also $k>0$. By (c), $d\ge0$, so (e) applies:
$$1-\frac d{2M}\le\frac{\omega}{\sqrt{k/M}}\le1-\frac d{2M}+\frac{3d^2}{8M^2}.$$

```lean
/-- If a nucleus dragging its orbitals oscillates harmonically with conserved total energy, the
ratio of its frequency to `√(k/M)` is `1 - d/(2M)` up to an error between zero and
`3d²/(8M²)`. -/
theorem dragged_oscillation_frequency {M m k A ω : ℝ} {f : ι → ℝ → ℝ} (hM : 0 < M)
    (hm : 0 ≤ m) (hA : A ≠ 0) (hω : 0 < ω) (hf : ∀ i, ContDiff ℝ 1 (f i))
    (hc : ∀ i, HasCompactSupport (f i))
    (hE : ∀ t, totalEnergy M m k f (fun s => A * Real.cos (ω * s)) t =
      totalEnergy M m k f (fun s => A * Real.cos (ω * s)) 0) :
    1 - dragMass m f / (2 * M) ≤ ω / √(k / M) ∧
      ω / √(k / M) ≤ 1 - dragMass m f / (2 * M) + 3 / 8 * (dragMass m f / M) ^ 2 := by
  have h := (energy_conserved_iff hM hm hA hω hf hc).mp hE
  have hd := dragMass_nonneg hm f
  have hMd : 0 < M + dragMass m f := by linarith
  -- a real positive frequency forces a restoring spring
  have hk : 0 < k := by
    have h1 : 0 < k / (M + dragMass m f) := Real.sqrt_pos.mp (by rw [← h]; exact hω)
    have h2 := mul_pos h1 hMd
    rwa [div_mul_cancel₀ _ hMd.ne'] at h2
  rw [h]
  exact frequency_ratio_bounds hM hd hk

end

end DraggedOrbitals
```

```lean
#print axioms DraggedOrbitals.frequency_strictly_lowered
#print axioms DraggedOrbitals.dragged_oscillation_frequency
```

```
'DraggedOrbitals.frequency_strictly_lowered' depends on axioms: [propext, Classical.choice, Quot.sound]
'DraggedOrbitals.dragged_oscillation_frequency' depends on axioms: [propext, Classical.choice, Quot.sound]
```
